# Bounded polarisability per atom in a split-charge chain with positive bond hardness and nonnegative atomic hardness

If moving charge along a chain of $N$ identical atoms at unit spacing costs only an on-site energy $\tfrac{\eta}{2}q_i^2$ for charge $q_i$, a uniform field $F$ drives charge from end to end. Minimising under neutrality gives charges linear in position and a dipole $FN(N^2-1)/(12\eta)$, so the polarisability per atom grows like $N^2$, which is unsuitable for an insulator. Split-charge equilibration adds a bond hardness $\kappa>0$, a penalty on each transfer across a bond. On the same chain, with nearest-neighbour transfers, the dipole is then in absolute value at most $|F|(N-1)/\kappa$.

## Charges, dipole and energy

Take $N=n+1$ atoms at positions $i=0,\dots,n$ and bonds $b=0,\dots,n-1$.

In Lean 4 with Mathlib:

```lean
import Mathlib

open Matrix

namespace SplitChargeChain

noncomputable section

variable {n : ℕ}
```

The split charge $p_b$ moves charge from atom $b$ (`b.castSucc`) to atom $b+1$ (`b.succ`), so the incidence matrix is $T_{ib}=\delta_{i,b+1}-\delta_{i,b}$.

```lean
/-- Incidence matrix of a chain of `n + 1` atoms and `n` bonds: bond `b` moves charge from
atom `b` to atom `b + 1`. -/
def transfer (n : ℕ) : Matrix (Fin (n + 1)) (Fin n) ℝ :=
  Matrix.of fun i b => (if i = b.succ then 1 else 0) - (if i = b.castSucc then 1 else 0)
```

The atomic charges are $q=Tp$.

```lean
/-- Atomic charges produced by the split charges `p`. -/
def charge (p : Fin n → ℝ) : Fin (n + 1) → ℝ := transfer n *ᵥ p
```

The dipole is $\mu=\sum_i i\,q_i$.

```lean
/-- Dipole moment of the chain, with atom `i` at position `i`. -/
def dipole (p : Fin n → ℝ) : ℝ := ∑ i : Fin (n + 1), ((i : ℕ) : ℝ) * charge p i
```

With a hardness matrix $A$, the second derivative of the atomic energy in the charges,
$$E(p)=\tfrac{\kappa}{2}\,p\cdot p+\tfrac12\,q\cdot Aq-F\mu .$$
One $\kappa$ serves all bonds. There is no electronegativity term and there are no atomic dipoles, and the geometry is fixed.

```lean
/-- Split-charge energy with bond hardness `κ`, atomic hardness matrix `A` and uniform
field `F`. -/
def energy (κ : ℝ) (A : Matrix (Fin (n + 1)) (Fin (n + 1)) ℝ) (F : ℝ) (p : Fin n → ℝ) : ℝ :=
  κ / 2 * (p ⬝ᵥ p) + 1 / 2 * (charge p ⬝ᵥ A *ᵥ charge p) - F * dipole p
```

Optimal means a global minimiser of $E$ over all real $p$.

```lean
/-- The split charges `p` are optimal if they minimise the energy globally. -/
def IsOptimal (κ : ℝ) (A : Matrix (Fin (n + 1)) (Fin (n + 1)) ℝ) (F : ℝ) (p : Fin n → ℝ) :
    Prop := ∀ p', energy κ A F p ≤ energy κ A F p'
```

## The dipole as a sum over bonds

For any site values $w_i$, exchanging the sums (`Finset.sum_comm`) gives
$$\sum_i w_iq_i=\sum_b p_b\sum_i w_iT_{ib}=\sum_b (w_{b+1}-w_b)\,p_b .$$

```lean
/-- Summation by parts: a site potential `w` couples to each split charge through its
difference across the bond. -/
theorem sum_mul_charge (w : Fin (n + 1) → ℝ) (p : Fin n → ℝ) :
    ∑ i, w i * charge p i = ∑ b : Fin n, (w b.succ - w b.castSucc) * p b := by
  simp only [charge, mulVec, dotProduct, transfer, of_apply, Finset.mul_sum]
  rw [Finset.sum_comm]
  refine Finset.sum_congr rfl fun b _ => ?_
  simp [sub_mul, mul_sub, Finset.sum_sub_distrib]
```

Taking $w_i=1$ gives $\sum_i q_i=0$, so the origin does not affect $\mu$.

```lean
/-- The total charge of the chain vanishes for any split charges. -/
theorem charge_neutral (p : Fin n → ℝ) : ∑ i, charge p i = 0 := by
  simpa using sum_mul_charge (fun _ => 1) p
```

Taking $w_i=i$ gives $\mu=\sum_b p_b$.

```lean
/-- At unit spacing the dipole is the sum of the split charges. -/
theorem dipole_eq_sum (p : Fin n → ℝ) : dipole p = ∑ b, p b := by
  have h := sum_mul_charge (fun i => ((i : ℕ) : ℝ)) p
  simpa [dipole] using h
```

## Energy balance at the minimum

Write $Q=\kappa\,p\cdot p+q\cdot Aq$. Since $q$ and $\mu$ are linear in $p$, $E(tp)=\tfrac12 t^2Q-tF\mu$ for real $t$.

```lean
variable {κ F η : ℝ} {A : Matrix (Fin (n + 1)) (Fin (n + 1)) ℝ} {p : Fin n → ℝ}

/-- Scaling all split charges by `t` scales the hardness terms by `t ^ 2` and the field
term by `t`. -/
theorem energy_smul (t : ℝ) (p : Fin n → ℝ) : energy κ A F (t • p) =
    t ^ 2 * (κ / 2 * (p ⬝ᵥ p) + 1 / 2 * (charge p ⬝ᵥ A *ᵥ charge p)) - t * (F * dipole p) := by
  have hc : charge (t • p) = t • charge p := mulVec_smul _ _ _
  simp only [energy, dipole_eq_sum, hc, mulVec_smul, smul_dotProduct, dotProduct_smul,
    smul_eq_mul, Pi.smul_apply, ← Finset.mul_sum]
  ring
```

At a minimiser, for every real $s$,
$$0\le E\big((1+s)p\big)-E(p)=\tfrac12Qs^2+(Q-F\mu)\,s .$$
A quadratic that is nowhere negative has nonpositive discriminant (`discrim_le_zero`), here $(Q-F\mu)^2\le0$. Hence $Q=F\mu$, for any $\kappa$ and $A$.

```lean
/-- At the optimum, twice the hardness energy equals the field times the dipole. -/
theorem optimal_balance (hp : IsOptimal κ A F p) :
    κ * (p ⬝ᵥ p) + charge p ⬝ᵥ A *ᵥ charge p = F * dipole p := by
  -- the energy change along `(1 + s) p` is a nonnegative quadratic vanishing at `s = 0`
  have h := discrim_le_zero (a := κ / 2 * (p ⬝ᵥ p) + 1 / 2 * (charge p ⬝ᵥ A *ᵥ charge p))
    (b := κ * (p ⬝ᵥ p) + charge p ⬝ᵥ A *ᵥ charge p - F * dipole p) (c := 0) (fun s => by
      have h := hp ((1 + s) • p)
      rw [energy_smul] at h
      unfold energy at h
      linarith)
  rw [discrim, mul_zero, sub_zero] at h
  have h0 := pow_eq_zero_iff (two_ne_zero) |>.1 (le_antisymm h (sq_nonneg _))
  linarith
```

## Upper bound on the dipole

Assume $\kappa>0$ and $x\cdot Ax\ge0$ for every vector $x$, neutral or not (`hA`), meaning that no charge pattern lowers the atomic energy. Dropping $q\cdot Aq$ gives $\kappa\,p\cdot p\le|F||\mu|$ (`hF`). Cauchy–Schwarz over the bonds gives $\mu^2\le n\,p\cdot p$ (`hcs`). Together,
$$\kappa|\mu|^2\le n|F||\mu| .$$
The `rcases` separates $\mu=0$; otherwise division by $|\mu|$ yields $|\mu|\le|F|n/\kappa$. The matrix may have off-diagonal elements, such as Coulomb couplings, but its nonnegativity is assumed and not derived.

```lean
/-- For positive bond hardness and a hardness matrix with nonnegative quadratic form, the
optimal dipole of a chain with `n` bonds is at most `|F| n / κ` in absolute value. -/
theorem abs_dipole_le (hκ : 0 < κ) (hA : ∀ x, 0 ≤ x ⬝ᵥ A *ᵥ x) (hp : IsOptimal κ A F p) :
    |dipole p| ≤ |F| * n / κ := by
  have hb := optimal_balance hp
  have hq := hA (charge p)
  have hn : (0 : ℝ) ≤ n := Nat.cast_nonneg n
  -- Cauchy-Schwarz over the bonds
  have hcs : dipole p ^ 2 ≤ n * (p ⬝ᵥ p) := by
    have h := Finset.sum_mul_sq_le_sq_mul_sq Finset.univ (fun _ => (1 : ℝ)) p
    have h2 : p ⬝ᵥ p = ∑ b, p b ^ 2 := by simp [dotProduct, sq]
    rw [h2, dipole_eq_sum]
    simpa using h
  have hF : κ * (p ⬝ᵥ p) ≤ |F| * |dipole p| := by
    have := le_abs_self (F * dipole p)
    rw [abs_mul] at this
    linarith
  rw [le_div_iff₀ hκ]
  rcases (abs_nonneg (dipole p)).eq_or_lt with h0 | h0
  · rw [← h0, zero_mul]
    positivity
  · refine le_of_mul_le_mul_left ?_ h0
    rw [← sq_abs] at hcs
    have h1 := mul_le_mul_of_nonneg_left hcs hκ.le
    have h2 := mul_le_mul_of_nonneg_left hF hn
    linarith
```

## One and only one minimiser

Let $A$ also be symmetric, and set $L=\kappa+T^{\mathsf T}AT$, so that $x\cdot Ly=\kappa\,x\cdot y+Tx\cdot ATy$ (`hB`). Then $x\cdot Lx\ge\kappa\,x\cdot x$, so $x\cdot Lx\le 0$ forces $x=0$ (`hdef`). Thus $L$ is injective and, in finite dimension, onto. Choose $p$ with $Lp=F\mathbf 1$, where $\mathbf 1=(1,\dots,1)$. Symmetry merges the cross terms, and for any displacement $d$
$$E(p+d)=E(p)+d\cdot(Lp-F\mathbf 1)+\tfrac12\,d\cdot Ld=E(p)+\tfrac12\,d\cdot Ld ,$$
which is `hexp`. The last term is nonnegative, so $p$ is optimal; a second minimiser $p+d$ has $d\cdot Ld\le0$, so $d=0$.

```lean
/-- For positive bond hardness and a symmetric positive semidefinite hardness matrix there is
exactly one optimal set of split charges. -/
theorem existsUnique_optimal (hκ : 0 < κ) (hS : A.IsSymm) (hA : ∀ x, 0 ≤ x ⬝ᵥ A *ᵥ x) :
    ∃! p, IsOptimal κ A F p := by
  obtain ⟨L, hL⟩ : ∃ L : (Fin n → ℝ) →ₗ[ℝ] (Fin n → ℝ),
      ∀ y, L y = κ • y + (transfer n)ᵀ *ᵥ (A *ᵥ charge y) :=
    ⟨κ • LinearMap.id + (transfer n)ᵀ.mulVecLin ∘ₗ A.mulVecLin ∘ₗ (transfer n).mulVecLin,
      fun y => by rfl⟩
  have hB : ∀ x y, x ⬝ᵥ L y = κ * (x ⬝ᵥ y) + charge x ⬝ᵥ A *ᵥ charge y := fun x y => by
    rw [hL, dotProduct_add, dotProduct_smul, smul_eq_mul, dotProduct_mulVec x (transfer n)ᵀ,
      vecMul_transpose]
    rfl
  have hsq : ∀ x : Fin n → ℝ, 0 ≤ x ⬝ᵥ x := fun x =>
    Finset.sum_nonneg fun i _ => mul_self_nonneg (x i)
  -- the operator `κ + Tᵀ A T` is positive definite, hence onto
  have hdef : ∀ x, x ⬝ᵥ L x ≤ 0 → x = 0 := fun x hx => by
    rw [hB] at hx
    have h1 : κ * (x ⬝ᵥ x) ≤ κ * 0 := by linarith [hA (charge x)]
    exact dotProduct_self_eq_zero.1 (le_antisymm (le_of_mul_le_mul_left h1 hκ) (hsq x))
  have hinj : Function.Injective L :=
    (injective_iff_map_eq_zero L).2 fun x hx => hdef x (by simp [hx])
  obtain ⟨p, hp⟩ := LinearMap.injective_iff_surjective.1 hinj (fun _ => F)
  have hs : ∀ u v : Fin (n + 1) → ℝ, u ⬝ᵥ A *ᵥ v = v ⬝ᵥ A *ᵥ u := fun u v => by
    rw [dotProduct_mulVec, ← mulVec_transpose, hS.eq, dotProduct_comm]
  -- completing the square around the stationary point
  have hexp : ∀ d, energy κ A F (p + d) = energy κ A F p + 1 / 2 * (d ⬝ᵥ L d) := fun d => by
    have h1 := hB d p
    rw [hp] at h1
    have h2 : (d ⬝ᵥ fun _ => F) = F * ∑ b, d b := by
      simp only [dotProduct, Finset.mul_sum]
      exact Finset.sum_congr rfl fun i _ => mul_comm _ _
    have hc : charge (p + d) = charge p + charge d := mulVec_add _ _ _
    simp only [energy, dipole_eq_sum, hc, mulVec_add, add_dotProduct, dotProduct_add,
      Pi.add_apply, Finset.sum_add_distrib, hB]
    linear_combination κ / 2 * dotProduct_comm p d + 1 / 2 * hs (charge p) (charge d) + h2 - h1
  refine ⟨p, fun q => ?_, fun q hq => ?_⟩
  · have h := hexp (q - p)
    rw [add_sub_cancel, hB] at h
    linarith [mul_nonneg hκ.le (hsq (q - p)), hA (charge (q - p))]
  · have h := hexp (q - p)
    rw [add_sub_cancel] at h
    exact sub_eq_zero.1 (hdef _ (by linarith [hq p]))
```

## Lower bound from a uniform transfer

The trial $p'=\mathbf 1$ cancels on interior atoms and leaves $+1$ on atom $n$ and $-1$ on atom $0$ (`hc`); for $n=0$ these are the same atom and the two cancel. Its atomic term is $g=A_{nn}+A_{00}-A_{n0}-A_{0n}$, and $\mathbf 1\cdot\mathbf 1$ and its dipole both equal $n$. The balance gives $E(p)=-\tfrac12F\mu$, so for all $t$
$$0\le E(t\mathbf 1)-E(p)=\tfrac12(\kappa n+g)\,t^2-Fn\,t+\tfrac12F\mu .$$
The discriminant gives $F^2n^2\le(\kappa n+g)F\mu$, assuming optimality alone.

```lean
/-- At the optimum, `F² n²` is at most `(κ n + g) F μ`, with `μ` the dipole and `g` the
combination `A_nn + A_00 - A_n0 - A_0n` of the end-atom hardness elements. -/
theorem dipole_lower_bound (hp : IsOptimal κ A F p) :
    F ^ 2 * (n : ℝ) ^ 2 ≤ (κ * n + (A (Fin.last n) (Fin.last n) + A 0 0 - A (Fin.last n) 0
      - A 0 (Fin.last n))) * (F * dipole p) := by
  -- a uniform transfer charges only the two end atoms
  have hc : charge (fun _ : Fin n => (1 : ℝ)) =
      (Pi.single (Fin.last n) 1 - Pi.single 0 1 : Fin (n + 1) → ℝ) := by
    ext i
    have h1 := Fin.sum_univ_succ (fun j : Fin (n + 1) => if i = j then (1 : ℝ) else 0)
    have h2 := Fin.sum_univ_castSucc (fun j : Fin (n + 1) => if i = j then (1 : ℝ) else 0)
    simp only [charge, mulVec, dotProduct, transfer, of_apply, mul_one,
      Finset.sum_sub_distrib, Pi.sub_apply, Pi.single_apply]
    linarith
  have hg : charge (fun _ : Fin n => (1 : ℝ)) ⬝ᵥ A *ᵥ charge (fun _ : Fin n => (1 : ℝ)) =
      A (Fin.last n) (Fin.last n) + A 0 0 - A (Fin.last n) 0 - A 0 (Fin.last n) := by
    simp only [hc, mulVec, dotProduct, Pi.sub_apply, Pi.single_apply, mul_sub, sub_mul,
      mul_ite, ite_mul, mul_one, one_mul, mul_zero, zero_mul, Finset.sum_sub_distrib,
      Finset.sum_ite_eq', Finset.mem_univ, if_true]
    ring
  have h11 : (fun _ : Fin n => (1 : ℝ)) ⬝ᵥ (fun _ : Fin n => (1 : ℝ)) = n := by
    simp [dotProduct]
  have hd : dipole (fun _ : Fin n => (1 : ℝ)) = n := by simp [dipole_eq_sum]
  have hb := optimal_balance hp
  have h := discrim_le_zero (a := (κ * n + (A (Fin.last n) (Fin.last n) + A 0 0
    - A (Fin.last n) 0 - A 0 (Fin.last n))) / 2) (b := -(F * n)) (c := F * dipole p / 2)
    (fun t => by
      have h := hp (t • fun _ : Fin n => (1 : ℝ))
      rw [energy_smul, h11, hd, hg] at h
      unfold energy at h
      linarith)
  rw [discrim] at h
  linarith
```

## On-site hardness

Now $A=\eta\,I$ with $I$ the identity, written `diagonal fun _ => η`: identical atoms with hardness $\eta\ge0$ and no interatomic Coulomb coupling. It is symmetric and $x\cdot Ax=\eta\sum_i x_i^2\ge0$. The theorem `chain_dipole_bound` says that for $\kappa>0$ and any $F$ exactly one minimiser exists and every minimiser obeys $|\mu|\le|F|(N-1)/\kappa$. A single atom, $n=0$, is included, with both sides zero.

```lean
/-- For a chain of `n + 1` atoms with bond hardness `κ > 0` and atomic hardness `η ≥ 0`, the
optimal split charges exist, are unique, and their dipole obeys `|μ| ≤ |F| n / κ`. -/
theorem chain_dipole_bound (hκ : 0 < κ) (hη : 0 ≤ η) :
    (∃! p : Fin n → ℝ, IsOptimal κ (diagonal fun _ => η) F p) ∧
      ∀ p : Fin n → ℝ, IsOptimal κ (diagonal fun _ => η) F p → |dipole p| ≤ |F| * n / κ := by
  have hA : ∀ x : Fin (n + 1) → ℝ, 0 ≤ x ⬝ᵥ (diagonal fun _ => η) *ᵥ x := fun x => by
    simp only [dotProduct, mulVec_diagonal]
    exact Finset.sum_nonneg fun i _ => by nlinarith [mul_nonneg hη (mul_self_nonneg (x i))]
  exact ⟨existsUnique_optimal hκ (isSymm_diagonal _) hA, fun p hp => abs_dipole_le hκ hA hp⟩
```

For $n\ge1$ the end atoms are distinct (`hne`), so $g=2\eta$. For $F\ne0$ write $\mu=\alpha F$. Dividing the lower bound by $F^2$ and the upper bound by $|F|$ gives
$$\frac{n^2}{\kappa n+2\eta}\le\alpha\le\frac n\kappa,\qquad \frac{\alpha}{n+1}<\frac1\kappa ,$$
the last because $\alpha\kappa\le n<n+1$. Here $\alpha$ is the ratio $\mu/F$ at the given field; no derivative is taken.

```lean
/-- For at least two atoms, bond hardness `κ > 0`, on-site hardness `η ≥ 0`, nonzero field and
optimal split charges, the polarisability `μ / F` lies between `n² / (κ n + 2 η)` and `n / κ`, and
the polarisability per atom is below `1 / κ`. -/
theorem chain_polarisability (hn : 1 ≤ n) (hκ : 0 < κ) (hη : 0 ≤ η) (hF : F ≠ 0)
    (hp : IsOptimal κ (diagonal fun _ => η) F p) :
    (n : ℝ) ^ 2 / (κ * n + 2 * η) ≤ dipole p / F ∧ dipole p / F ≤ n / κ ∧
      dipole p / F / (n + 1) < 1 / κ := by
  obtain ⟨α, hα⟩ : ∃ α, dipole p = α * F := ⟨dipole p / F, by field_simp⟩
  have hq : dipole p / F = α := by
    rw [hα]
    field_simp
  have hne : Fin.last n ≠ 0 := fun h => by
    have h2 : n = 0 := congrArg Fin.val h
    omega
  have hn' : (0 : ℝ) < n := by exact_mod_cast hn
  have e1 : ∀ i, diagonal (fun _ : Fin (n + 1) => η) i i = η := fun i => diagonal_apply_eq _ _
  have e2 : diagonal (fun _ : Fin (n + 1) => η) (Fin.last n) 0 = 0 := diagonal_apply_ne _ hne
  have e3 : diagonal (fun _ : Fin (n + 1) => η) 0 (Fin.last n) = 0 :=
    diagonal_apply_ne _ hne.symm
  have hl := dipole_lower_bound hp
  rw [e2, e3, e1, e1, hα] at hl
  have hu := (chain_dipole_bound hκ hη).2 p hp
  rw [hα, abs_mul, mul_div_assoc, mul_comm (|α|)] at hu
  have hup : α ≤ n / κ := (le_abs_self α).trans (le_of_mul_le_mul_left hu (abs_pos.2 hF))
  have hF2 : 0 < F ^ 2 := by positivity
  rw [hq]
  refine ⟨?_, hup, ?_⟩
  · rw [div_le_iff₀ (by positivity)]
    exact le_of_mul_le_mul_left (by linarith) hF2
  · rw [div_lt_div_iff₀ (by positivity) hκ]
    have := (le_div_iff₀ hκ).1 hup
    linarith

end

end SplitChargeChain
```

```lean
#print axioms SplitChargeChain.charge_neutral
#print axioms SplitChargeChain.chain_polarisability
```

```
'SplitChargeChain.charge_neutral' depends on axioms: [propext, Classical.choice, Quot.sound]
'SplitChargeChain.chain_polarisability' depends on axioms: [propext, Classical.choice, Quot.sound]
```

## Dimer, long chains and uneven spacing

For force fields with fluctuating charges, the result says that in this one-dimensional, fixed-geometry model without electronegativity differences a positive $\kappa$, together with nonnegative atomic hardness, caps the polarisability per atom at $1/\kappa$ independently of chain length.

The opening $N^2$ growth and the remarks below are informal deductions that the file does not state. For a dimer, $n=1$, the charges are $(-p_0,p_0)$ and $E=\tfrac12(\kappa+2\eta)p_0^2-Fp_0$, so $\alpha=1/(\kappa+2\eta)$ and the lower bound is attained. At $\eta=0$ the two bounds coincide at $n/\kappa$, and at fixed $\eta$ they squeeze $\alpha/N$ to $1/\kappa$ as $N\to\infty$. For bond lengths $\ell_b$, summation by parts gives $\mu=\sum_b\ell_bp_b$, and the same Cauchy–Schwarz step would give $|\mu|\le|F|\sum_b\ell_b^2/\kappa$.
